# Exact PAW splitting of the semilocal exchange-correlation energy for disjoint spheres and matching fields

A projector augmented-wave (PAW) calculation can integrate the exchange-correlation energy density of the smooth pseudo density over all space, and then add, for each atom, the difference of two integrals inside that atom's augmentation sphere. For a semilocal functional this sum is exactly the energy of the true density if the spheres are disjoint, the true and pseudo fields agree outside them, the one-centre fields reproduce the true and pseudo fields inside them, and the energy densities are integrable.

```lean
import Mathlib

open MeasureTheory Topology

namespace PAWExchangeCorrelation

noncomputable section

variable {α ι F : Type*} [MeasurableSpace α] [Fintype ι] {μ : Measure α}

/-- The semilocal exchange-correlation energy: the integral of the energy density `f`
evaluated on the local field `u` (density, gradient, ...). -/
def xcEnergy (μ : Measure α) (f : F → ℝ) (u : α → F) : ℝ := ∫ x, f (u x) ∂μ

/-- The PAW energy expression: the pseudo energy on all space plus, for each sphere, the
one-centre energy minus the one-centre pseudo energy. -/
def pawXCEnergy (μ : Measure α) (O : ι → Set α) (f : F → ℝ) (ut : α → F)
    (u1 ut1 : ι → α → F) : ℝ :=
  xcEnergy μ f ut + ∑ R, (xcEnergy (μ.restrict (O R)) f (u1 R)
    - xcEnergy (μ.restrict (O R)) f (ut1 R))

/-- The PAW matching conditions, up to sets of measure zero: true and pseudo field agree
outside the spheres, and each agrees with its one-centre field inside every sphere. -/
structure IsPAWSplit (μ : Measure α) (O : ι → Set α) (u ut : α → F)
    (u1 ut1 : ι → α → F) : Prop where
  outside : ∀ᵐ x ∂μ, x ∉ (⋃ R, O R) → u x = ut x
  inside : ∀ R, ∀ᵐ x ∂μ, x ∈ O R → u x = u1 R x
  inside_pseudo : ∀ R, ∀ᵐ x ∂μ, x ∈ O R → ut x = ut1 R x

/-- For an integrable energy density, the energy is the sum of the interstitial energy and the
energies in the disjoint spheres. -/
theorem xcEnergy_split {O : ι → Set α} (hO : ∀ R, MeasurableSet (O R))
    (hd : Pairwise (fun R S => Disjoint (O R) (O S))) {f : F → ℝ} {u : α → F}
    (hu : Integrable (fun x => f (u x)) μ) :
    xcEnergy μ f u = xcEnergy (μ.restrict (⋃ R, O R)ᶜ) f u
      + ∑ R, xcEnergy (μ.restrict (O R)) f u := by
  have hU : MeasurableSet (⋃ R, O R) := MeasurableSet.iUnion hO
  unfold xcEnergy
  rw [← integral_add_compl hU hu, integral_iUnion hO hd hu.integrableOn, tsum_fintype,
    add_comm]

/-- For disjoint measurable spheres and fields that satisfy the matching conditions, the
exchange-correlation energy of the true field equals the PAW energy expression, for every energy
density `f` that is integrable on the true and the pseudo field. -/
theorem xcEnergy_eq_pawXCEnergy {O : ι → Set α} (hO : ∀ R, MeasurableSet (O R))
    (hd : Pairwise (fun R S => Disjoint (O R) (O S))) {f : F → ℝ} {u ut : α → F}
    {u1 ut1 : ι → α → F} (h : IsPAWSplit μ O u ut u1 ut1)
    (hu : Integrable (fun x => f (u x)) μ) (hut : Integrable (fun x => f (ut x)) μ) :
    xcEnergy μ f u = pawXCEnergy μ O f ut u1 ut1 := by
  have s1 := xcEnergy_split hO hd hu
  have s2 := xcEnergy_split hO hd hut
  -- the interstitial energies coincide
  have s3 : xcEnergy (μ.restrict (⋃ R, O R)ᶜ) f u
      = xcEnergy (μ.restrict (⋃ R, O R)ᶜ) f ut :=
    setIntegral_congr_ae (MeasurableSet.iUnion hO).compl
      (h.outside.mono fun x hx hm => congrArg f (hx hm))
  -- inside the spheres the one-centre fields take over
  have s4 : ∑ R, xcEnergy (μ.restrict (O R)) f u
      = ∑ R, xcEnergy (μ.restrict (O R)) f (u1 R) :=
    Finset.sum_congr rfl fun R _ => setIntegral_congr_ae (hO R)
      ((h.inside R).mono fun x hx hm => congrArg f (hx hm))
  have s5 : ∑ R, xcEnergy (μ.restrict (O R)) f ut
      = ∑ R, xcEnergy (μ.restrict (O R)) f (ut1 R) :=
    Finset.sum_congr rfl fun R _ => setIntegral_congr_ae (hO R)
      ((h.inside_pseudo R).mono fun x hx hm => congrArg f (hx hm))
  simp only [pawXCEnergy, Finset.sum_sub_distrib]
  linarith

/-- Let the spheres be disjoint, the true and pseudo field agree almost everywhere outside them, and
all energy densities be integrable. For arbitrary one-centre fields, the true energy minus the PAW
expression is then the sum over spheres of the integrated energy-density error of the true field
minus that of the pseudo field. -/
theorem paw_truncation_error {O : ι → Set α} (hO : ∀ R, MeasurableSet (O R))
    (hd : Pairwise (fun R S => Disjoint (O R) (O S))) {f : F → ℝ} {u ut : α → F}
    {u1 ut1 : ι → α → F} (hout : ∀ᵐ x ∂μ, x ∉ (⋃ R, O R) → u x = ut x)
    (hu : Integrable (fun x => f (u x)) μ) (hut : Integrable (fun x => f (ut x)) μ)
    (h1 : ∀ R, Integrable (fun x => f (u1 R x)) (μ.restrict (O R)))
    (ht1 : ∀ R, Integrable (fun x => f (ut1 R x)) (μ.restrict (O R))) :
    xcEnergy μ f u - pawXCEnergy μ O f ut u1 ut1
      = ∑ R, ∫ x in O R, ((f (u x) - f (u1 R x)) - (f (ut x) - f (ut1 R x))) ∂μ := by
  have s1 := xcEnergy_split hO hd hu
  have s2 := xcEnergy_split hO hd hut
  have s3 : xcEnergy (μ.restrict (⋃ R, O R)ᶜ) f u
      = xcEnergy (μ.restrict (⋃ R, O R)ᶜ) f ut :=
    setIntegral_congr_ae (MeasurableSet.iUnion hO).compl
      (hout.mono fun x hx hm => congrArg f (hx hm))
  -- each on-site error integral separates into four energies
  have s4 : ∀ R, ∫ x in O R, ((f (u x) - f (u1 R x)) - (f (ut x) - f (ut1 R x))) ∂μ
      = (xcEnergy (μ.restrict (O R)) f u - xcEnergy (μ.restrict (O R)) f (u1 R))
        - (xcEnergy (μ.restrict (O R)) f ut - xcEnergy (μ.restrict (O R)) f (ut1 R)) := by
    intro R
    unfold xcEnergy
    refine (integral_sub (hu.restrict.sub (h1 R)) (hut.restrict.sub (ht1 R))).trans ?_
    exact congrArg₂ (· - ·) (integral_sub hu.restrict (h1 R))
      (integral_sub hut.restrict (ht1 R))
  rw [Finset.sum_congr rfl fun R _ => s4 R]
  simp only [pawXCEnergy, Finset.sum_sub_distrib]
  linarith

/-- The additive PAW field, pseudo field plus one-centre differences cut off at the spheres,
satisfies the matching conditions when the spheres are disjoint and the pseudo field equals its
one-centre field in each of them. -/
theorem superposition_isPAWSplit [AddCommGroup F] {O : ι → Set α}
    (hd : Pairwise (fun R S => Disjoint (O R) (O S))) {ut : α → F} {u1 ut1 : ι → α → F}
    (ht : ∀ R, ∀ x ∈ O R, ut x = ut1 R x) :
    IsPAWSplit μ O (fun x => ut x + ∑ R, (O R).indicator (fun y => u1 R y - ut1 R y) x)
      ut u1 ut1 := by
  refine ⟨.of_forall fun x hx => ?_, fun R => .of_forall fun x hx => ?_,
    fun R => .of_forall (ht R)⟩
  · have h0 : ∑ R, (O R).indicator (fun y => u1 R y - ut1 R y) x = 0 :=
      Finset.sum_eq_zero fun R _ =>
        Set.indicator_of_notMem (fun h => hx (Set.mem_iUnion.2 ⟨R, h⟩)) _
    simp only [h0, add_zero]
  · -- only the sphere containing the point contributes
    have h0 : ∑ S, (O S).indicator (fun y => u1 S y - ut1 S y) x = u1 R x - ut1 R x := by
      rw [Finset.sum_eq_single R (fun S _ hS => Set.indicator_of_notMem
        (fun h => Set.disjoint_left.1 (hd hS) h hx) _)
        (fun h => absurd (Finset.mem_univ R) h), Set.indicator_of_mem hx]
    simp only [h0, ht R x hx, add_sub_cancel]

/-- Three-dimensional space. -/
abbrev Space := EuclideanSpace ℝ (Fin 3)

/-- The local field of a gradient-corrected functional: the density and its gradient. -/
def ggaField (n : Space → ℝ) (x : Space) : ℝ × Space := (n x, gradient n x)

/-- Densities that agree near a point have the same density and gradient there. -/
theorem ggaField_congr {n m : Space → ℝ} {x : Space} (h : n =ᶠ[𝓝 x] m) :
    ggaField n x = ggaField m x := by
  simp only [ggaField, gradient, h.fderiv_eq, h.eq_of_nhds]

/-- For a gradient-corrected functional, disjoint balls in three dimensions and energy densities
integrable on the true and pseudo field, matching of the densities, without a separate condition on
the gradients, makes the exchange-correlation energy equal to the PAW expression. -/
theorem gga_xcEnergy_eq_paw {c : ι → Space} {r : ι → ℝ}
    (hd : Pairwise (fun R S => Disjoint (Metric.ball (c R) (r R)) (Metric.ball (c S) (r S))))
    {n nt : Space → ℝ} {n1 nt1 : ι → Space → ℝ}
    (hout : ∀ x, x ∉ (⋃ R, Metric.ball (c R) (r R)) → n x = nt x)
    (hin : ∀ R, ∀ x ∈ Metric.ball (c R) (r R), n x = n1 R x)
    (hint : ∀ R, ∀ x ∈ Metric.ball (c R) (r R), nt x = nt1 R x) {f : ℝ × Space → ℝ}
    (hu : Integrable (fun x => f (ggaField n x)) volume)
    (hut : Integrable (fun x => f (ggaField nt x)) volume) :
    xcEnergy volume f (ggaField n) = pawXCEnergy volume (fun R => Metric.ball (c R) (r R)) f
      (ggaField nt) (fun R => ggaField (n1 R)) (fun R => ggaField (nt1 R)) := by
  refine xcEnergy_eq_pawXCEnergy (fun R => measurableSet_ball) hd ⟨?_, ?_, ?_⟩ hu hut
  · -- the sphere surfaces have zero volume
    have hs : ∀ᵐ x ∂(volume : Measure Space), ∀ R, x ∉ Metric.sphere (c R) (r R) :=
      ae_all_iff.2 fun R => compl_mem_ae_iff.2 (Measure.addHaar_sphere volume (c R) (r R))
    filter_upwards [hs] with x hx hxo
    have hc : ∀ R, ∀ᶠ y in 𝓝 x, y ∉ Metric.ball (c R) (r R) := by
      intro R
      have hxc : x ∉ Metric.closedBall (c R) (r R) := by
        intro h
        rcases lt_or_eq_of_le (Metric.mem_closedBall.1 h) with h1 | h1
        · exact hxo (Set.mem_iUnion.2 ⟨R, Metric.mem_ball.2 h1⟩)
        · exact hx R (Metric.mem_sphere.2 h1)
      filter_upwards [Metric.isClosed_closedBall.isOpen_compl.mem_nhds hxc] with y hy hb
      exact hy (Metric.ball_subset_closedBall hb)
    apply ggaField_congr
    filter_upwards [Filter.eventually_all.2 hc] with y hy
    refine hout y fun h => ?_
    obtain ⟨R, hR⟩ := Set.mem_iUnion.1 h
    exact hy R hR
  · exact fun R => .of_forall fun x hx => ggaField_congr
      (Filter.eventually_of_mem (Metric.isOpen_ball.mem_nhds hx) (hin R))
  · exact fun R => .of_forall fun x hx => ggaField_congr
      (Filter.eventually_of_mem (Metric.isOpen_ball.mem_nhds hx) (hint R))

/-- Take two coinciding spheres that fill a space of unit volume, true and one-centre true fields 1,
pseudo and one-centre pseudo fields 0, and energy density `f t = t`. The matching conditions hold,
yet the energy is 1 and the PAW expression gives 2. -/
theorem overlapping_spheres_double_count [IsProbabilityMeasure μ] :
    IsPAWSplit μ (fun _ : Fin 2 => Set.univ) (fun _ => (1 : ℝ)) (fun _ => 0)
        (fun _ _ => 1) (fun _ _ => 0) ∧
      xcEnergy μ (fun t : ℝ => t) (fun _ => 1) = 1 ∧
      pawXCEnergy μ (fun _ : Fin 2 => Set.univ) (fun t : ℝ => t) (fun _ => 0)
        (fun _ _ => 1) (fun _ _ => 0) = 2 := by
  refine ⟨⟨?_, ?_, ?_⟩, ?_, ?_⟩ <;> simp [xcEnergy, pawXCEnergy]

end

end PAWExchangeCorrelation
```

```lean
#print axioms PAWExchangeCorrelation.xcEnergy_eq_pawXCEnergy
#print axioms PAWExchangeCorrelation.superposition_isPAWSplit
#print axioms PAWExchangeCorrelation.gga_xcEnergy_eq_paw
#print axioms PAWExchangeCorrelation.overlapping_spheres_double_count
```

```
'PAWExchangeCorrelation.xcEnergy_eq_pawXCEnergy' depends on axioms: [propext, Classical.choice, Quot.sound]
'PAWExchangeCorrelation.superposition_isPAWSplit' depends on axioms: [propext, Classical.choice, Quot.sound]
'PAWExchangeCorrelation.gga_xcEnergy_eq_paw' depends on axioms: [propext, Classical.choice, Quot.sound]
'PAWExchangeCorrelation.overlapping_spheres_double_count' depends on axioms: [propext, Classical.choice, Quot.sound]
```

## Energies, spheres and matching conditions

Let $\alpha$ be the space of positions with volume measure $\mu$. A field $u$ assigns to each point $x$ the local data that the functional needs, with values in a type $F$: the density alone for a local functional, the density and its gradient for a gradient-corrected one. The function $f:F\to\mathbb R$ is the energy density per volume, and `xcEnergy` is

$$E[u]=\int f(u(x))\,d\mu(x).$$

Nothing is assumed about the form of $f$, so its nonlinearity is allowed. What matters is that the integrand at $x$ depends only on the value $u(x)$. Exact exchange and nonlocal correlation functionals therefore lie beyond this model.

The spheres are sets $O_R$, with $R$ running over the finite type `ι` of atoms. The main theorem asks only that they be measurable and pairwise disjoint; their shape plays no role. Besides the true field $u$ and the pseudo field $\tilde u$ (`ut`), each atom has one-centre fields $u^1_R$ and $\tilde u^1_R$ (`u1 R` and `ut1 R`). The PAW expression, `pawXCEnergy`, is

$$E_{\rm PAW}=\int f(\tilde u)\,d\mu+\sum_R\left(\int_{O_R}f(u^1_R)\,d\mu-\int_{O_R}f(\tilde u^1_R)\,d\mu\right).$$

In Lean an on-site energy is the same `xcEnergy`, taken with the restricted measure `μ.restrict (O R)`.

The structure `IsPAWSplit` collects three conditions, each required up to a set of measure zero:

- outside all spheres, $u=\tilde u$;
- on each $O_R$, $u=u^1_R$;
- on each $O_R$, $\tilde u=\tilde u^1_R$.

The last two stand for complete partial-wave expansions inside the spheres. They are assumed here and not derived from a basis of partial waves. Integrals are exact, so errors from the regular grid, the radial grids and truncated angular expansions do not appear.

The theorem `xcEnergy_eq_pawXCEnergy` states that $E[u]=E_{\rm PAW}$ under these conditions, provided that $f(u)$ and $f(\tilde u)$ are integrable. Integrability of the one-centre energy densities on the spheres then follows from the matching.

## Splitting space and replacing the sphere integrals

Let $I$ be the interstitial region, the complement of $\bigcup_R O_R$. Because the spheres are disjoint, every point lies in $I$ or in exactly one sphere, and

$$E[u]=\int_I f(u)\,d\mu+\sum_R\int_{O_R}f(u)\,d\mu.$$

The same identity holds for $\tilde u$. This is `xcEnergy_split`: `integral_add_compl` separates the union of the spheres from its complement, and `integral_iUnion` divides the integral over the union into the separate spheres.

On $I$ the two fields agree almost everywhere, so their interstitial energies are equal. Subtracting the two splittings gives

$$E[u]-E[\tilde u]=\sum_R\left(\int_{O_R}f(u)\,d\mu-\int_{O_R}f(\tilde u)\,d\mu\right).$$

Inside $O_R$ we may replace $u$ by $u^1_R$ and $\tilde u$ by $\tilde u^1_R$. Moving $E[\tilde u]$ to the right-hand side then gives $E_{\rm PAW}$.

The Lean proof has the same structure. Steps `s1` and `s2` are the two splittings, `s3` equates the interstitial energies, and `s4` and `s5` replace the fields in the spheres. Each replacement applies `congrArg f` to an equality of fields and integrates with `setIntegral_congr_ae`. The final `linarith` combines the equations.

## Incomplete one-centre expansions

In practice the set of partial waves is finite. Suppose that the spheres are still disjoint, that of the three matching conditions only the agreement outside the spheres is kept, and that all four energy densities are integrable where they are used. The interstitial terms still cancel, and what remains is

$$E[u]-E_{\rm PAW}=\sum_R\int_{O_R}\Big[\big(f(u)-f(u^1_R)\big)-\big(f(\tilde u)-f(\tilde u^1_R)\big)\Big]d\mu.$$

This is `paw_truncation_error`. The error is confined to the spheres, and an error in the true energy density is compensated wherever the pseudo energy density has the same error. The formula is an identity and gives no bound on the size of the error. In the proof, `s4` separates each on-site integral into four energies by linearity, which is where the additional integrability conditions enter.

## The additive PAW field

PAW quantities are usually assembled as a smooth part plus on-site corrections:

$$u(x)=\tilde u(x)+\sum_R \mathbf 1_{O_R}(x)\,\big(u^1_R(x)-\tilde u^1_R(x)\big),$$

where $\mathbf 1_{O_R}$ is one on $O_R$ and zero elsewhere. The theorem `superposition_isPAWSplit` shows that this field satisfies the matching conditions when the spheres are disjoint and $\tilde u=\tilde u^1_R$ on every $O_R$.

Outside the spheres every correction vanishes, so $u=\tilde u$. At a point of $O_R$, disjointness removes the corrections of all other atoms, which leaves $u=\tilde u+u^1_R-\tilde u^1_R=u^1_R$. In Lean, `Finset.sum_eq_single` selects this one surviving term.

## Gradients from matching densities

For a gradient-corrected functional the field is `ggaField n`, the pair $(n,\nabla n)$. The theorem `gga_xcEnergy_eq_paw` takes the spheres to be disjoint open balls in three-dimensional space and requires matching only of the densities: $n=\tilde n$ outside the balls, and $n=n^1_R$, $\tilde n=\tilde n^1_R$ inside them. The gradients then match almost everywhere, for three reasons:

1. A point inside an open ball has a neighbourhood within that ball. Densities that agree on this neighbourhood have the same gradient at the point.
2. A point outside all the closed balls has a neighbourhood that avoids them all, since there are finitely many. There $n=\tilde n$, so the gradients agree again.
3. The remaining points lie on the sphere surfaces, which have zero volume.

The lemma `ggaField_congr` supplies the local statement used in the first two cases, and `Measure.addHaar_sphere` supplies the third. The main theorem then applies, provided that the energy densities of $n$ and $\tilde n$ are integrable.

No smoothness is assumed; where a density is not differentiable, Mathlib sets its gradient to zero. Because the gradient is taken point by point and the sphere surfaces have zero volume, a jump of the density across a surface adds no term of its own to the energy. In PAW, the true and pseudo partial wave of each pair are constructed to join smoothly there. The integrals in this theorem run over all of space, which suits a molecule. For a crystal, the general theorem can be applied with one unit cell as the measure space, given matching of the full fields.

## Coinciding spheres and the case without spheres

The matching conditions by themselves do not prevent double counting. A mathematical example shows this; it is not meant as a physical arrangement of atoms or a realistic functional. Take a space of total volume one and two spheres that both fill it, with $u=u^1_R=1$, $\tilde u=\tilde u^1_R=0$ and $f(t)=t$. All three conditions hold, and $E[u]=1$, but

$$E_{\rm PAW}=0+(1-0)+(1-0)=2.$$

This is `overlapping_spheres_double_count`: each of the two spheres adds the full correction.

At the opposite extreme there are no spheres at all. The sum over $R$ is then empty, the condition outside the spheres says that $u=\tilde u$ almost everywhere, and the main theorem reduces to $E[u]=E[\tilde u]$.
